# With Detailed Balance and No Imaginary Bath Terms, the Nonsecular Redfield Equation Leaves the Gibbs State Stationary

The bath enters this model through a single real function G of frequency. In a weak-coupling derivation, the bath correlation function C(s) appears through its one-sided Fourier transform

∫₀^∞ exp(iws) C(s) ds = G(w) + i S(w).

The real part G sets transition and dephasing rates, and the imaginary part S produces level shifts and related terms. We keep G and discard S. Everything else in the Redfield dissipator stays, including the terms that couple populations to coherences between levels of different energy, which the secular approximation would remove.

With this choice, and with Hermitian couplings to independent baths at one common temperature, the Gibbs state of the bare Hamiltonian H is stationary whenever each G obeys detailed balance.

## Why the two halves of the dissipator cancel

Take a system with finitely many levels of energies E_i, and work in the energy eigenbasis with ħ = 1. Let β be the inverse temperature, with Boltzmann's constant absorbed into it. The coupling operator A is Hermitian, and the bath dresses it into

L_ij = G(E_j − E_i) A_ij.

The element L_ij takes level j to level i, so a positive argument of G means that the system gives energy to the bath. Detailed balance is the condition

G(−w) = exp(−βw) G(w).

It expresses that the bath is in thermal equilibrium: for w > 0, it supplies a quantum w less readily than it absorbs one, by the Boltzmann factor. The dissipator acts on a matrix ρ as

D(ρ) = −[A, Lρ − ρL†].

Now put ρ = exp(−βH). It is diagonal, with entries p_i = exp(−βE_i). Multiplication by a diagonal matrix on the right scales columns, and on the left it scales rows:

(Lρ)_ij = G(E_j − E_i) A_ij p_j

(ρL†)_ij = p_i G(E_i − E_j) (A_ji)* = p_i G(E_i − E_j) A_ij.

The second line uses that G is real and A is Hermitian. Subtracting gives

(Lρ − ρL†)_ij = Δ_ij A_ij, with Δ_ij = G(E_j − E_i) p_j − p_i G(E_i − E_j).

Set w = E_j − E_i. Detailed balance turns the second term of Δ_ij into

p_i exp(−βw) G(w) = exp(−βE_i − βE_j + βE_i) G(w) = p_j G(w),

which equals the first. Hence Δ_ij = 0 for every pair, Lρ = ρL†, and the commutator with A acts on the zero matrix. The cancellation happens entry by entry, before any question of which terms are secular arises.

The Hamiltonian part −i[H, ρ] also vanishes, because H and ρ are both diagonal. For several baths with separate couplings and no cross-correlations, the dissipators add, and each one is zero by itself.

The normalised state is exp(−βH)/Z with Z = Σ_i p_i, for a system with at least one level. Since the generator is linear in ρ, dividing by Z changes nothing.

## Recovering detailed balance from stationarity

Suppose conversely that D(exp(−βH)) = 0 for every Hermitian A. Fix two different levels i and j, and choose the coupling whose only nonzero entries are A_ij = A_ji = 1. The diagonal entry of the dissipator at level i is then

D(ρ)_ii = −(Δ_ji − Δ_ij) = 2Δ_ij,

because Δ_ji = −Δ_ij. For the normalised state this rate is 2Δ_ij/Z: the gain of level i from level j minus the loss in the other direction. It must vanish, so Δ_ij = 0. Dividing by p_i gives

G(E_i − E_j) = exp(−β(E_j − E_i)) G(E_j − E_i).

For i = j the condition reads G(0) = G(0). Stationarity therefore fixes the ratio of G at the Bohr frequencies ±(E_j − E_i) and says nothing about other frequencies. The freedom to vary A matters: with A = 0 the dissipator vanishes for any G.

## The infinite-temperature limit

At β = 0 the Gibbs operator is the identity, and detailed balance says that G is even. Then L_ij and (L_ji)* coincide, so L is Hermitian and Lρ − ρL† reduces to L − L† = 0. The maximally mixed state is therefore stationary.

## The model in Lean

The levels are labelled by a finite type `n`. Energies are real, and matrices have complex entries.

```lean
import Mathlib

open Matrix

namespace RedfieldGibbs

noncomputable section

variable {n : Type*} [Fintype n] [DecidableEq n]
```

The Hamiltonian is diagonal by definition. A finite-dimensional Hermitian Hamiltonian can be brought to this form by a change of basis, with A written in the same basis.

```lean
/-- The Hamiltonian with level energies `E`, written in its energy eigenbasis. -/
def hamiltonian (E : n → ℝ) : Matrix n n ℂ := diagonal fun i => (E i : ℂ)
```

The Gibbs operator is defined as the matrix exponential, not as a list of Boltzmann weights. Its diagonal form will be a theorem. It is unnormalised, and `β` may be any real number.

```lean
/-- The unnormalised Gibbs operator `exp(-β H)`. -/
def gibbs (β : ℝ) (E : n → ℝ) : Matrix n n ℂ :=
  NormedSpace.exp ((-(β : ℂ)) • hamiltonian E)
```

Detailed balance is a property of a function on the whole real line. Since `G` has type `ℝ → ℝ`, the omission of S is built into the types. Positivity of G is not required.

```lean
/-- Detailed balance of a bath spectrum at inverse temperature `β`:
`G(-w) = exp(-β w) G(w)`. -/
def DetailedBalance (β : ℝ) (G : ℝ → ℝ) : Prop :=
  ∀ w, G (-w) = Real.exp (-β * w) * G w
```

The dressed operator follows the index convention above: the row is the final level, and the column is the initial one.

```lean
/-- The coupling operator `A` weighted by the bath spectrum at each Bohr frequency:
`L_mn = G(E_n - E_m) A_mn`. -/
def dressed (G : ℝ → ℝ) (E : n → ℝ) (A : Matrix n n ℂ) : Matrix n n ℂ :=
  Matrix.of fun i j => (G (E j - E i) : ℂ) * A i j
```

The next two definitions split the dissipator into the inner difference Lρ − ρL† and the outer commutator with A. The symbol `ᴴ` is the conjugate transpose.

```lean
/-- The inner part `L ρ - ρ L†` of the Redfield dissipator. -/
def inner (G : ℝ → ℝ) (E : n → ℝ) (A ρ : Matrix n n ℂ) : Matrix n n ℂ :=
  dressed G E A * ρ - ρ * (dressed G E A)ᴴ

/-- The nonsecular Redfield dissipator `-[A, L ρ - ρ L†]` for a real bath spectrum `G`. -/
def dissipator (G : ℝ → ℝ) (E : n → ℝ) (A ρ : Matrix n n ℂ) : Matrix n n ℂ :=
  -(A * inner G E A ρ - inner G E A ρ * A)
```

No entry has been dropped or averaged over time. The full generator adds the Hamiltonian commutator and sums over baths labelled by `ι`, each with its own spectrum and coupling.

```lean
/-- The Redfield generator `-i[H, ρ]` plus one nonsecular dissipator for each bath. -/
def generator {ι : Type*} [Fintype ι] (G : ι → ℝ → ℝ) (E : n → ℝ)
    (A : ι → Matrix n n ℂ) (ρ : Matrix n n ℂ) : Matrix n n ℂ :=
  (-Complex.I) • (hamiltonian E * ρ - ρ * hamiltonian E)
    + ∑ a, dissipator (G a) E (A a) ρ
```

The quantity Δ_ij of the derivation is called `imbalance`. It is a real number, and it depends on the bath and the energies but not on A.

```lean
/-- The difference of the Boltzmann-weighted bath rates for the two directions of the
transition between levels `i` and `j`. -/
def imbalance (β : ℝ) (G : ℝ → ℝ) (E : n → ℝ) (i j : n) : ℝ :=
  G (E j - E i) * Real.exp (-β * E j) - Real.exp (-β * E i) * G (E i - E j)
```

## From the matrix exponential to Boltzmann weights

The proof of the first lemma starts by showing that −βH is a diagonal matrix, checking diagonal and off-diagonal entries separately. Mathlib's `Matrix.exp_diagonal` then moves the exponential onto the diagonal, and the last lines identify each entry with the ordinary real exponential.

```lean
/-- The Gibbs operator is diagonal in the energy basis, with Boltzmann weights as entries. -/
theorem gibbs_eq (β : ℝ) (E : n → ℝ) :
    gibbs β E = diagonal fun i => ((Real.exp (-β * E i) : ℝ) : ℂ) := by
  have h : (-(β : ℂ)) • hamiltonian E = diagonal fun i => ((-β * E i : ℝ) : ℂ) := by
    ext i j
    by_cases hij : i = j
    · subst hij
      simp [hamiltonian]
    · simp [hamiltonian, hij]
  rw [gibbs, h, Matrix.exp_diagonal]
  congr 1
  funext i
  rw [Pi.coe_exp, ← Complex.exp_eq_exp_ℂ, Complex.ofReal_exp]
```

## The inner difference, entry by entry

The following lemma is the formula (Lρ − ρL†)_ij = Δ_ij A_ij. The auxiliary statement `h` is the conjugation step: `hA.apply i j` replaces (A_ji)* by A_ij, and `Complex.conj_ofReal` leaves the real factor G unchanged. The rules for multiplying by a diagonal matrix supply the weights p_j and p_i, and `ring` collects the terms.

```lean
/-- For a Hermitian coupling, each entry of `L ρ - ρ L†` at the Gibbs operator is the rate
imbalance of that transition times the coupling element. -/
theorem inner_gibbs_apply (β : ℝ) (G : ℝ → ℝ) (E : n → ℝ) {A : Matrix n n ℂ}
    (hA : A.IsHermitian) (i j : n) :
    inner G E A (gibbs β E) i j = (imbalance β G E i j : ℂ) * A i j := by
  have h : star ((G (E i - E j) : ℂ) * A j i) = (G (E i - E j) : ℂ) * A i j := by
    rw [star_mul', hA.apply i j, Complex.star_def, Complex.conj_ofReal]
  rw [inner, gibbs_eq, Matrix.sub_apply, Matrix.mul_diagonal, Matrix.diagonal_mul,
    Matrix.conjTranspose_apply]
  simp only [dressed, Matrix.of_apply]
  rw [h, imbalance]
  push_cast
  ring
```

The next lemma turns a vanishing imbalance into detailed balance at one Bohr frequency. The identity `e` is p_j = p_i exp(−β(E_j − E_i)). In the forward direction the common factor p_i is cancelled, which is allowed because an exponential is positive. In the reverse direction the condition is multiplied by p_i.

```lean
omit [Fintype n] [DecidableEq n] in
/-- The rate imbalance of a transition vanishes exactly when the bath spectrum obeys detailed
balance at its Bohr frequency. -/
theorem imbalance_eq_zero_iff (β : ℝ) (G : ℝ → ℝ) (E : n → ℝ) (i j : n) :
    imbalance β G E i j = 0 ↔
      G (E i - E j) = Real.exp (-β * (E j - E i)) * G (E j - E i) := by
  have e : Real.exp (-β * E j) = Real.exp (-β * E i) * Real.exp (-β * (E j - E i)) := by
    rw [← Real.exp_add]
    congr 1
    ring
  rw [imbalance, e]
  constructor
  · intro h
    apply mul_left_cancel₀ (Real.exp_pos (-β * E i)).ne'
    linear_combination (-1 : ℝ) * h
  · intro h
    linear_combination (-Real.exp (-β * E i)) * h
```

## Stationarity for every coupling is equivalent to detailed balance

The central theorem fixes β, G and the energies, and lets the coupling range over all Hermitian matrices. Its right-hand side involves G only at differences of the given energies, so it is weaker than `DetailedBalance`.

In the first half of the proof, the matrix `A` is the single-transition coupling used by hand. Its Hermiticity is checked by exchanging the two indices. The statements `hrow` and `hcol` say that row i and column i each contain a single 1, at position j. With these, the matrix products in the diagonal entry collapse to two terms, and `h1` records −(Δ_ji − Δ_ij) = 0. The closing `linarith` uses the antisymmetry of Δ, visible once the definition is unfolded, to conclude Δ_ij = 0.

The second half is the direct argument: all imbalances vanish, so the inner difference is the zero matrix, and so is its commutator with A.

```lean
/-- The nonsecular Redfield dissipator annihilates `exp(-β H)` for every Hermitian coupling
if and only if the bath spectrum obeys detailed balance at all Bohr frequencies. -/
theorem dissipator_gibbs_iff (β : ℝ) (G : ℝ → ℝ) (E : n → ℝ) :
    (∀ A : Matrix n n ℂ, A.IsHermitian → dissipator G E A (gibbs β E) = 0) ↔
      ∀ i j, G (E i - E j) = Real.exp (-β * (E j - E i)) * G (E j - E i) := by
  constructor
  · intro h i j
    by_cases hij : i = j
    · subst hij
      simp
    -- probe the bath with a coupling that drives only the transition between i and j
    obtain ⟨A, hdef⟩ : ∃ A : Matrix n n ℂ, A = Matrix.of fun a b =>
      if (a = i ∧ b = j) ∨ (a = j ∧ b = i) then (1 : ℂ) else 0 := ⟨_, rfl⟩
    have hA : A.IsHermitian := by
      rw [hdef]
      ext a b
      simp only [Matrix.conjTranspose_apply, Matrix.of_apply]
      have hs : ((b = i ∧ a = j) ∨ (b = j ∧ a = i)) ↔
          ((a = i ∧ b = j) ∨ (a = j ∧ b = i)) := by tauto
      simp only [hs]
      split_ifs <;> simp
    have hrow : ∀ k, A i k = if k = j then 1 else 0 := by
      intro k
      simp [hdef, hij]
    have hcol : ∀ k, A k i = if k = j then 1 else 0 := by
      intro k
      simp [hdef, hij]
    -- the population of level i changes by twice the imbalance
    have h0 := congrFun (congrFun (h A hA) i) i
    simp only [dissipator, Matrix.neg_apply, Matrix.sub_apply, Matrix.mul_apply,
      inner_gibbs_apply β G E hA, hrow, hcol, ite_mul, mul_ite, one_mul, zero_mul,
      mul_one, mul_zero, Finset.sum_ite_eq', Finset.mem_univ,
      if_true, Matrix.zero_apply] at h0
    have h1 : -(imbalance β G E j i - imbalance β G E i j) = 0 := by
      exact_mod_cast h0
    apply (imbalance_eq_zero_iff β G E i j).1
    unfold imbalance at h1 ⊢
    linarith
  · intro h A hA
    -- detailed balance gives L ρ = ρ L†, so the outer commutator is empty
    have h0 : inner G E A (gibbs β E) = 0 := by
      ext i j
      rw [inner_gibbs_apply β G E hA, (imbalance_eq_zero_iff β G E i j).2 (h i j)]
      simp
    simp [dissipator, h0]
```

## The full generator with several baths

The stationarity theorem assumes that every coupling is Hermitian and that every bath obeys detailed balance at the same `β`. Baths at different temperatures, as in a heat-transport problem, do not satisfy this hypothesis.

In the proof, `hc` says that H commutes with its Gibbs operator, by multiplying diagonal matrices. The statement `hd` applies the previous theorem to each bath, using detailed balance at w = E_j − E_i. The final `simp` adds up the zeros.

```lean
/-- With Hermitian couplings to finitely many baths whose real spectra obey detailed balance at a
common `β`, the nonsecular Redfield generator built from them annihilates `exp(-β H)`. -/
theorem generator_gibbs {ι : Type*} [Fintype ι] (β : ℝ) (G : ι → ℝ → ℝ) (E : n → ℝ)
    (A : ι → Matrix n n ℂ) (hA : ∀ a, (A a).IsHermitian)
    (hG : ∀ a, DetailedBalance β (G a)) :
    generator G E A (gibbs β E) = 0 := by
  have hc : hamiltonian E * gibbs β E = gibbs β E * hamiltonian E := by
    rw [gibbs_eq, hamiltonian, Matrix.diagonal_mul_diagonal, Matrix.diagonal_mul_diagonal]
    congr 1
    funext i
    exact mul_comm _ _
  have hd : ∀ a, dissipator (G a) E (A a) (gibbs β E) = 0 := by
    intro a
    refine (dissipator_gibbs_iff β (G a) E).2 (fun i j => ?_) (A a) (hA a)
    have h := hG a (E j - E i)
    rwa [neg_sub] at h
  simp [generator, hc, hd]
```

The conclusion is that the Gibbs operator is annihilated. It does not include uniqueness of the stationary state, relaxation towards it, or positivity of the evolution for other initial states. Uniqueness can indeed fail: without any coupling, every matrix diagonal in the energy basis is stationary.

Consider a simulation of a finite-level system with the imaginary bath terms left out, Hermitian couplings, no cross-correlations between baths, and spectra meant to obey detailed balance at one common temperature. For it the theorem supplies a concrete check: applying the assembled Redfield generator to the Gibbs matrix must give zero up to rounding. A clear residual points to an error such as a reversed Bohr frequency or an inconsistent bath temperature.

## A spectrum and a qubit

For each β there is a simple positive function that satisfies the detailed-balance hypothesis. With frequency in dimensionless units, take

G(w) = exp(βw/2) exp(−w²).

The Gaussian is even, while reversing w in the first factor produces exactly the ratio exp(−βw). The proof combines the exponentials and compares exponents. This G serves as an example and is not derived from a microscopic bath.

```lean
/-- The spectrum `exp(β w / 2) exp(-w²)` obeys detailed balance at inverse temperature `β`. -/
theorem detailedBalance_witness (β : ℝ) :
    DetailedBalance β (fun w => Real.exp (β * w / 2) * Real.exp (-w ^ 2)) := by
  intro w
  simp only [← Real.exp_add]
  congr 1
  ring
```

The last theorem shows that the dissipator really contains a term transferring population into coherence. Take a qubit with energies (w, 0), coupling A = σx + σz, and all population in the first level, so that ρ has the single nonzero entry ρ_00 = 1. Indices start at 0, as in Lean. The first column of L has entries G(0) and G(w), hence

(Lρ − ρL†)_01 = −G(w), (Lρ − ρL†)_10 = G(w),

and both diagonal entries vanish. The commutator with A then gives

D(ρ)_01 = −(−G(w) − G(w)) = 2G(w).

For w ≠ 0 and G(w) ≠ 0, a diagonal state thus acquires an off-diagonal element at first order in time. A secular dissipator for this nondegenerate qubit would have zero in that place. The Lean proof writes out the four entries of L in `hL`, expands the two-by-two products and simplifies.

```lean
/-- For a qubit with level energies `w` and `0` and coupling `σx + σz`, the dissipator acting on the
state with all population in the first level has `(0, 1)` entry `2 G(w)`. -/
theorem qubit_population_to_coherence (G : ℝ → ℝ) (w : ℝ) :
    dissipator G ![w, 0] !![1, 1; 1, -1] !![1, 0; 0, 0] 0 1 = 2 * (G w : ℂ) := by
  have hL : dressed G ![w, 0] !![1, 1; 1, -1] =
      !![(G 0 : ℂ), (G (-w) : ℂ); (G w : ℂ), -(G 0 : ℂ)] := by
    ext i j
    fin_cases i <;> fin_cases j <;> simp [dressed]
  -- expand all products entry by entry
  simp only [dissipator, inner, hL, Matrix.neg_apply, Matrix.sub_apply, Matrix.mul_apply,
    Matrix.conjTranspose_apply, Fin.sum_univ_two]
  simp
  ring

end

end RedfieldGibbs
```

```lean
#print axioms RedfieldGibbs.dissipator_gibbs_iff
#print axioms RedfieldGibbs.generator_gibbs
#print axioms RedfieldGibbs.qubit_population_to_coherence
```

```
'RedfieldGibbs.dissipator_gibbs_iff' depends on axioms: [propext, Classical.choice, Quot.sound]
'RedfieldGibbs.generator_gibbs' depends on axioms: [propext, Classical.choice, Quot.sound]
'RedfieldGibbs.qubit_population_to_coherence' depends on axioms: [propext, Classical.choice, Quot.sound]
```
